# Matrices commuting with a time reversal of square −1 have nonnegative determinants

In determinantal quantum Monte Carlo, auxiliary-field configurations can be sampled with probabilities proportional to their weights if these are nonnegative; otherwise the moduli of the weights may be used, with the signs or phases moved into the averages. In the finite-temperature, grand-canonical form of the method, tracing out the fermions gives each configuration a factor $\det(1+B_1\cdots B_L)$, where $B_l$ is the one-body propagator of time slice $l$. Sampling directly with this factor requires it to be real and nonnegative. That holds if all slices commute with one antiunitary time reversal of square $-1$, on a finite one-body space. Whether a given interaction and its decoupling supply such slices must be checked model by model, as must the sign of any remaining scalar factor in the weight.

In Lean 4 with Mathlib:

```lean
import Mathlib

open Matrix
open scoped ComplexOrder

namespace KramersSignProblem
```

## Time reversal as a matrix and a conjugation

Let $n$ be the finite set of one-body basis states, spin included, and let $\bar M$ be the entrywise conjugate of a complex matrix $M$, written `conjM M` in the code. A matrix $U$ defines the conjugate-linear map $Jv=U\bar v$. Then
$$J^2v=U\,\overline{U\bar v}=U\bar U v,\qquad JMv=U\bar M\bar v,\qquad MJv=MU\bar v .$$
So $U\bar U=-1$ says that $J^2=-1$, and $U\bar M=MU$ says that $M$ commutes with $J$. These are the hypotheses `hU` and `hM` below. In an orthonormal basis, physical time reversal for half-integer spin has a unitary $U$, but unitarity is not needed, and $M$ need not be Hermitian or diagonalisable.

```lean
/-- Entrywise complex conjugation of a square matrix. -/
local notation "conjM" => RingHom.mapMatrix (starRingEnd ℂ)

variable {n : Type*} [Fintype n] [DecidableEq n]

/-- The conjugate-linear map `v ↦ U conj(v)` defined by a matrix `U`. -/
def timeReversal (U : Matrix n n ℂ) : (n → ℂ) →ₛₗ[starRingEnd ℂ] (n → ℂ) where
  toFun v := U *ᵥ star v
  map_add' v w := by rw [star_add, Matrix.mulVec_add]
  map_smul' c v := by
    rw [star_smul, Matrix.mulVec_smul]
    rfl
```

## Kramers degeneracy as even dimension

Let $V$ be a complex space of finite dimension $d$ with a conjugate-linear $J$ satisfying $J^2=-1$. In a basis $b_j$, write $Jb_j=\sum_i K_{ij}b_i$. Conjugate-linearity gives
$$-b_j=J^2b_j=\sum_i\overline{K_{ij}}\,Jb_i=\sum_k (K\bar K)_{kj}\,b_k ,$$
hence $K\bar K=-1$. Taking determinants, $|\det K|^2=(-1)^d$. The left side is nonnegative, so $d$ is even. Applied to an energy eigenspace of a Hamiltonian that commutes with $J$, this gives Kramers degeneracy: the level has even, nonzero dimension, hence at least two.

In the proof, `hK` is the matrix identity and `hd` its determinant; an odd $d$ would make a squared modulus equal to $-1$.

```lean
/-- A finite-dimensional complex space carrying a conjugate-linear map with square `-1` has even
dimension. -/
theorem kramers_even_finrank {V : Type*} [AddCommGroup V] [Module ℂ V]
    [FiniteDimensional ℂ V] (J : V →ₛₗ[starRingEnd ℂ] V) (hJ : ∀ v, J (J v) = -v) :
    Even (Module.finrank ℂ V) := by
  let b := Module.finBasis ℂ V
  let K : Matrix (Fin (Module.finrank ℂ V)) (Fin (Module.finrank ℂ V)) ℂ :=
    fun i j => b.repr (J (b j)) i
  -- in a basis, `J² = -1` reads `K conj(K) = -1`
  have hK : K * conjM K = -1 := by
    ext k j
    have e : J (J (b j)) = ∑ i, starRingEnd ℂ (K i j) • J (b i) := by
      conv_lhs => rw [← b.sum_repr (J (b j))]
      rw [map_sum]
      exact Finset.sum_congr rfl fun i _ => J.map_smulₛₗ _ _
    have h := congrArg (b.coord k) (e.symm.trans (hJ (b j)))
    simp only [map_sum, map_smul, map_neg, smul_eq_mul, Module.Basis.coord_apply,
      Module.Basis.repr_self, Finsupp.single_apply] at h
    rw [Matrix.mul_apply]
    refine (Finset.sum_congr rfl fun i _ => mul_comm _ _).trans (h.trans ?_)
    by_cases hjk : j = k
    · simp [hjk]
    · simp [hjk, Ne.symm hjk]
  -- determinants give `|det K|² = (-1)^d`
  have hd := congrArg Matrix.det hK
  rw [Matrix.det_mul, ← RingHom.map_det, Complex.mul_conj, Matrix.det_neg, Matrix.det_one,
    mul_one, Fintype.card_fin] at hd
  by_contra hodd
  rw [(Nat.not_even_iff_odd.mp hodd).neg_one_pow] at hd
  have hre := congrArg Complex.re hd
  simp only [Complex.ofReal_re, Complex.neg_re, Complex.one_re] at hre
  linarith [Complex.normSq_nonneg K.det]
```

## Real eigenvalues have even algebraic multiplicity

Let $r$ be real. Since $J(rv)=\bar r\,Jv=r\,Jv$, the map $J$ commutes with $M-r$ and with all its powers. If $(M-r)^kv=0$, then
$$(M-r)^kJv=J(M-r)^kv=0 .$$
Thus $J$ maps the generalized eigenspace of $r$ into itself, and this space has even dimension by the previous step. Its dimension is the algebraic multiplicity of $r$, which is zero if $r$ is not an eigenvalue.

The facts `hg`, `hpow` and `hW` follow this order, and `JW` is $J$ restricted to the generalized eigenspace. Using generalized eigenvectors gives the multiplicity that enters the determinant, even when $M$ has Jordan blocks.

```lean
/-- If `U conj(U) = -1` and `U conj(M) = M U`, every real number has even multiplicity
(possibly zero) as a root of the characteristic polynomial of `M`. -/
theorem even_real_multiplicity {U M : Matrix n n ℂ} (hU : U * conjM U = -1)
    (hM : U * conjM M = M * U) (r : ℝ) :
    Even (M.charpoly.rootMultiplicity (r : ℂ)) := by
  let J := timeReversal U
  let f : Module.End ℂ (n → ℂ) := Matrix.toLin' M
  let g : Module.End ℂ (n → ℂ) := f - (r : ℂ) • 1
  have hs : ∀ (A : Matrix n n ℂ) v, star (A *ᵥ v) = conjM A *ᵥ star v := by
    intro A v
    ext i
    change starRingEnd ℂ (∑ j, A i j * v j) =
      ∑ j, starRingEnd ℂ (A i j) * starRingEnd ℂ (v j)
    rw [map_sum]
    exact Finset.sum_congr rfl fun _ _ => map_mul _ _ _
  have hJ : ∀ v, J (J v) = -v := by
    intro v
    change U *ᵥ star (U *ᵥ star v) = -v
    rw [hs, star_star, Matrix.mulVec_mulVec, hU, Matrix.neg_mulVec, Matrix.one_mulVec]
  have hf : ∀ v, f (J v) = J (f v) := by
    intro v
    change M *ᵥ (U *ᵥ star v) = U *ᵥ star (M *ᵥ v)
    rw [hs, Matrix.mulVec_mulVec, Matrix.mulVec_mulVec, hM]
  have hg : ∀ v, g (J v) = J (g v) := by
    intro v
    simp only [g, LinearMap.sub_apply, LinearMap.smul_apply, Module.End.one_apply, map_sub,
      LinearMap.map_smulₛₗ, Complex.conj_ofReal, hf]
  have hpow : ∀ (k : ℕ) v, (g ^ k) (J v) = J ((g ^ k) v) := by
    intro k v
    induction k with
    | zero => rfl
    | succ k ih => rw [pow_succ', Module.End.mul_apply, Module.End.mul_apply, ih, hg]
  -- time reversal preserves the generalized eigenspace of a real eigenvalue
  have hW : ∀ v ∈ f.maxGenEigenspace (r : ℂ), J v ∈ f.maxGenEigenspace (r : ℂ) := by
    intro v hv
    rw [Module.End.mem_maxGenEigenspace] at hv ⊢
    obtain ⟨k, hk⟩ := hv
    exact ⟨k, (hpow k v).trans ((congrArg J hk).trans (map_zero J))⟩
  let JW : f.maxGenEigenspace (r : ℂ) →ₛₗ[starRingEnd ℂ] f.maxGenEigenspace (r : ℂ) :=
    { toFun := fun w => ⟨J w.1, hW w.1 w.2⟩
      map_add' := fun x y => Subtype.ext (J.map_add x.1 y.1)
      map_smul' := fun c x => Subtype.ext (J.map_smulₛₗ c x.1) }
  have heven := kramers_even_finrank JW fun w => Subtype.ext (hJ w.1)
  have hchar : f.charpoly = M.charpoly := by
    rw [← LinearMap.charpoly_toMatrix f (Pi.basisFun ℂ n),
      LinearMap.toMatrix_eq_toMatrix', LinearMap.toMatrix'_toLin']
  rwa [LinearMap.finrank_maxGenEigenspace_eq, hchar] at heven
```

## The characteristic polynomial is real

From $U\bar U=-1$ we have $U^{-1}=-\bar U$, so $\bar M=U^{-1}MU$. Similar matrices share a characteristic polynomial, and that of $\bar M$ is that of $M$ with conjugated coefficients. The coefficients are therefore real, and $z$ and $\bar z$ are roots of equal multiplicity.

The code obtains the similarity invariance by writing $\bar M=(-\bar U)(U\bar M)$ and exchanging the two factors, which leaves the characteristic polynomial unchanged:
$$(U\bar M)(-\bar U)=MU(-\bar U)=M .$$

```lean
/-- If `U conj(U) = -1` and `U conj(M) = M U`, the characteristic polynomial of `M` has
real coefficients: it is unchanged by complex conjugation. -/
theorem charpoly_conj {U M : Matrix n n ℂ} (hU : U * conjM U = -1)
    (hM : U * conjM M = M * U) : M.charpoly.map (starRingEnd ℂ) = M.charpoly := by
  have h1 : U * (-conjM U) = 1 := by rw [mul_neg, hU, neg_neg]
  have h2 : (-conjM U) * U = 1 := mul_eq_one_comm.mp h1
  calc M.charpoly.map (starRingEnd ℂ) = (conjM M).charpoly :=
        (Matrix.charpoly_map M (starRingEnd ℂ)).symm
    _ = ((-conjM U) * (U * conjM M)).charpoly := by rw [← mul_assoc, h2, one_mul]
    _ = ((U * conjM M) * (-conjM U)).charpoly := Matrix.charpoly_mul_comm _ _
    _ = M.charpoly := by rw [hM, mul_assoc, h1, mul_one]
```

## Pairing the roots

Take a finite list of complex numbers in which $z$ and $\bar z$ occur equally often and each real number occurs an even number of times. Choose an entry $z$. If $z$ is not real, $\bar z$ is also present; if $z$ is real, a second copy is. Remove the pair, whose product is $z\bar z=|z|^2\ge0$. The shorter list has the same two properties, so induction gives a nonnegative product, starting from the empty product $1$.

A `Multiset` is such a list with order ignored, and `count` gives the multiplicity. The element `z` and its partner are removed in turn, and the last two bullets verify that the remainder `t` inherits both properties. Here, as in the theorems below, `0 ≤ z` for complex `z` means that $z$ is real and nonnegative.

```lean
/-- A finite collection of complex numbers, symmetric under conjugation and containing each
real number an even number of times, has a real nonnegative product. -/
theorem prod_nonneg_of_paired (s : Multiset ℂ)
    (hconj : ∀ z, s.count (starRingEnd ℂ z) = s.count z)
    (hev : ∀ r : ℝ, Even (s.count (r : ℂ))) : 0 ≤ s.prod := by
  induction s using Multiset.strongInductionOn with
  | _ s ih =>
  rcases s.empty_or_exists_mem with rfl | ⟨z, hz⟩
  · simp
  obtain ⟨u, rfl⟩ := Multiset.exists_cons_of_mem hz
  -- the partner of `z` is still present after `z` is removed
  have hu : starRingEnd ℂ z ∈ u := by
    rw [← Multiset.count_pos]
    by_cases h : starRingEnd ℂ z = z
    · obtain ⟨r, hr⟩ := Complex.conj_eq_iff_real.mp h
      have h' := hev r
      rw [← hr, Multiset.count_cons_self] at h'
      obtain ⟨m, hm⟩ := h'
      rw [h]
      omega
    · have h' := hconj z
      rw [Multiset.count_cons_of_ne h, Multiset.count_cons_self] at h'
      omega
  obtain ⟨t, rfl⟩ := Multiset.exists_cons_of_mem hu
  have e1 : ∀ w, starRingEnd ℂ w = starRingEnd ℂ z ↔ w = z :=
    fun w => (starRingEnd ℂ).injective.eq_iff
  have e2 : ∀ w, starRingEnd ℂ w = z ↔ w = starRingEnd ℂ z :=
    fun w => ⟨fun h => by rw [← h, Complex.conj_conj], fun h => by rw [h, Complex.conj_conj]⟩
  -- each pair contributes a squared modulus
  rw [Multiset.prod_cons, Multiset.prod_cons, ← mul_assoc, Complex.mul_conj]
  refine mul_nonneg (by exact_mod_cast Complex.normSq_nonneg z) (ih t
    ((Multiset.lt_cons_self t _).trans (Multiset.lt_cons_self _ _)) (fun w => ?_) fun r => ?_)
  · have h := hconj w
    simp only [Multiset.count_cons, e1, e2] at h
    split_ifs at h <;> omega
  · have h := hev r
    have e := e2 r
    rw [Complex.conj_ofReal] at e
    simp only [Multiset.count_cons, e] at h
    rw [Nat.even_iff] at h ⊢
    split_ifs at h <;> omega
```

The determinant is the product of the roots of the characteristic polynomial, counted with multiplicity. The two preceding spectral results supply exactly the properties required, so $\det M\ge0$. The value zero is allowed: $M=0$ satisfies the symmetry condition.

```lean
/-- If `U conj(U) = -1` and `U conj(M) = M U`, then `det M` is real and nonnegative. -/
theorem det_nonneg {U M : Matrix n n ℂ} (hU : U * conjM U = -1)
    (hM : U * conjM M = M * U) : 0 ≤ M.det := by
  rw [Matrix.det_eq_prod_roots_charpoly]
  refine prod_nonneg_of_paired _ (fun z => ?_) (fun r => ?_)
  · rw [Polynomial.count_roots, Polynomial.count_roots,
      Polynomial.eq_rootMultiplicity_map (starRingEnd ℂ).injective z, charpoly_conj hU hM]
  · rw [Polynomial.count_roots]
    exact even_real_multiplicity hU hM r
```

## The Monte Carlo determinant

If $B$ and $C$ both commute with $J$, so does their product:
$$U\,\overline{BC}=U\bar B\,\bar C=BU\bar C=BCU .$$
The identity commutes with $J$ as well, and hence so does $1+B_1\cdots B_L$. In the code the slices form a list `l`, `hprod` is the induction over its length, and the same $U$ must serve every slice.

```lean
/-- The determinantal Monte Carlo factor `det(1 + B₁ ⋯ B_L)` is real and nonnegative if
`U conj(U) = -1` and every time slice satisfies `U conj(B) = B U`. -/
theorem monteCarlo_weight_nonneg {U : Matrix n n ℂ} (hU : U * conjM U = -1)
    (l : List (Matrix n n ℂ)) (hl : ∀ B ∈ l, U * conjM B = B * U) :
    0 ≤ (1 + l.prod).det := by
  have hprod : U * conjM l.prod = l.prod * U := by
    induction l with
    | nil => rw [List.prod_nil, map_one, mul_one, one_mul]
    | cons B l ih =>
      have hB := hl B (by simp)
      have ht := ih fun C hC => hl C (by simp [hC])
      rw [List.prod_cons, map_mul, ← mul_assoc, hB, mul_assoc, ht, mul_assoc]
  exact det_nonneg hU (by rw [map_add, map_one, mul_add, add_mul, hprod, mul_one, one_mul])
```

## A determinant that needs no symmetry of $A$

For any complex square $A$, double the space and set
$$X=\begin{pmatrix}1&-A\\ \bar A&1\end{pmatrix},\qquad U=\begin{pmatrix}0&-1\\1&0\end{pmatrix}.$$
Then $U\bar U=-1$, and
$$U\bar X=\begin{pmatrix}-A&-1\\1&-\bar A\end{pmatrix}=XU .$$
So $\det X\ge0$, while elimination of the lower right block gives $\det X=\det(1+A\bar A)$. For a $1\times1$ matrix $A=a$ this is $1+|a|^2$.

```lean
/-- For every complex square matrix `A`, `det(1 + A conj(A))` is real and nonnegative. -/
theorem det_one_add_mul_conj_nonneg (A : Matrix n n ℂ) : 0 ≤ (1 + A * conjM A).det := by
  have hb : ∀ A B C D : Matrix n n ℂ, conjM (Matrix.fromBlocks A B C D) =
      Matrix.fromBlocks (conjM A) (conjM B) (conjM C) (conjM D) :=
    fun A B C D => Matrix.fromBlocks_map A B C D _
  have hcc : conjM (conjM A) = A := by
    ext i j
    exact Complex.conj_conj (A i j)
  -- write the determinant as that of a doubled matrix with time-reversal symmetry
  have h : 0 ≤ (Matrix.fromBlocks 1 (-A) (conjM A) 1).det := by
    refine det_nonneg (U := Matrix.fromBlocks 0 (-1) 1 0) ?_ ?_
    · rw [hb, Matrix.fromBlocks_multiply, ← Matrix.fromBlocks_one, Matrix.fromBlocks_neg]
      simp only [map_zero, map_one, map_neg, mul_zero, zero_mul, mul_one, one_mul, neg_zero,
        zero_add, add_zero]
    · rw [hb, Matrix.fromBlocks_multiply, Matrix.fromBlocks_multiply]
      simp only [map_one, map_neg, hcc, zero_mul, mul_zero, one_mul, mul_one, neg_mul,
        mul_neg, neg_zero, zero_add, add_zero]
  rwa [Matrix.det_fromBlocks_one₂₂, neg_mul, sub_neg_eq_add] at h
```

## The smallest case: one Kramers pair

Since $|\det U|^2=(-1)^{|n|}$, the hypotheses require an even number $|n|$ of basis states. The smallest nonempty case is a single spin-½ orbital, with
$$U=\begin{pmatrix}0&-1\\1&0\end{pmatrix},\qquad M=\begin{pmatrix}a&b\\-\bar b&\bar a\end{pmatrix},\qquad \det M=|a|^2+|b|^2 .$$
The eigenvalues are $\operatorname{Re}a\pm i\sqrt{(\operatorname{Im}a)^2+|b|^2}$: a conjugate pair, or one doubly degenerate real value. The final theorem confirms that these matrices satisfy both hypotheses for all complex $a$ and $b$, by comparing entries.

The sign of $J^2$ matters: the $1\times1$ matrices $U=1$ and $M=-1$ satisfy $U\bar M=MU$ with $U\bar U=+1$, yet $\det M=-1$.

```lean
/-- The matrices `U = [[0, -1], [1, 0]]` and `M = [[a, b], [-conj b, conj a]]` satisfy
`U conj(U) = -1` and `U conj(M) = M U` for all complex `a` and `b`. -/
theorem det_nonneg_witness (a b : ℂ) :
    (!![0, -1; 1, 0] : Matrix (Fin 2) (Fin 2) ℂ) * conjM !![0, -1; 1, 0] = -1 ∧
    (!![0, -1; 1, 0] : Matrix (Fin 2) (Fin 2) ℂ) *
        conjM !![a, b; -starRingEnd ℂ b, starRingEnd ℂ a] =
      !![a, b; -starRingEnd ℂ b, starRingEnd ℂ a] * !![0, -1; 1, 0] := by
  constructor <;> ext i j <;> fin_cases i <;> fin_cases j <;>
    simp [Matrix.mul_apply, Fin.sum_univ_succ]

end KramersSignProblem
```

```lean
#print axioms KramersSignProblem.monteCarlo_weight_nonneg
#print axioms KramersSignProblem.det_one_add_mul_conj_nonneg
```

```
'KramersSignProblem.monteCarlo_weight_nonneg' depends on axioms: [propext, Classical.choice, Quot.sound]
'KramersSignProblem.det_one_add_mul_conj_nonneg' depends on axioms: [propext, Classical.choice, Quot.sound]
```
